# Coupled-cluster doubles iterations with the full gap as denominator, started from zero amplitude, bracket the lowest energy of a two-configuration pair for 0 < K < 2D

The electron pair is restricted to two configurations, a reference and one double excitation, so its Hamiltonian H is a real 2 × 2 matrix with rows (0, K) and (K, 2D). Energies are measured from the reference. The coupling K is the matrix element that promotes the pair. The excitation gap 2D is the energy difference between the two configurations, not between the eigenvalues of H. For nonzero coupling, K > 0 is a choice of phase for the excited configuration.

```lean
import Mathlib

open Matrix Filter Topology

namespace PairCoupledCluster

noncomputable section
```

`pairH` is this matrix.

```lean
/-- Hamiltonian of an electron pair in two configurations, with coupling `K` and
excitation gap `2D`; energies are measured from the reference configuration. -/
def pairH (D K : ℝ) : Matrix (Fin 2) (Fin 2) ℝ := !![0, K; K, 2 * D]
```

The amplitude t is the coefficient of the excited configuration when the reference has coefficient 1. `step` is one form of the doubles update: it evaluates the quadratic term with the old amplitude and divides by the full gap 2D between the two configurations. Coupled-cluster programs commonly divide by orbital-energy differences instead, and evaluate the remaining linear terms with the old amplitude too. That update has the same fixed points, but the bracketing and the convergence threshold proved below need not hold for it.

```lean
/-- One coupled-cluster doubles update of the pair amplitude, for `D ≠ 0`. -/
def step (D K t : ℝ) : ℝ := K * (t ^ 2 - 1) / (2 * D)
```

`amplitude D K n` is tₙ, with t₀ = 0 and

tₙ₊₁ = K(tₙ² − 1)/(2D).

```lean
/-- The amplitude after `n` updates, starting from zero, for `D ≠ 0`. -/
def amplitude (D K : ℝ) : ℕ → ℝ
  | 0 => 0
  | n + 1 => step D K (amplitude D K n)
```

`energy D K n` is Eₙ = K tₙ.

```lean
/-- The correlation energy `K t` after `n` updates, for `D ≠ 0`. -/
def energy (D K : ℝ) (n : ℕ) : ℝ := K * amplitude D K n
```

`exactEnergy` is defined by a formula, independently of the iteration:

W = D − √(D² + K²).

Part (d) identifies it physically.

```lean
/-- The closed form `D - √(D² + K²)` of the pair energy. -/
def exactEnergy (D K : ℝ) : ℝ := D - √(D ^ 2 + K ^ 2)
```

## (a) The eigenvalue equation in components

Let v = (v₀, v₁). Show that H v = e v is equivalent to

K v₁ = e v₀ and K v₀ + 2D v₁ = e v₁.

**Solution.** Multiply each row of H by v and compare components. In Lean, `*ᵥ` is the matrix-vector product and `•` is scaling; `simp` splits the vector equality into its two components.

```lean
/-- The eigenvalue equation of the pair Hamiltonian, written in components. -/
theorem eigen_iff (D K e : ℝ) (v : Fin 2 → ℝ) :
    pairH D K *ᵥ v = e • v ↔
      K * v 1 = e * v 0 ∧ K * v 0 + 2 * D * v 1 = e * v 1 := by
  simp [funext_iff, Fin.forall_fin_two, pairH, dotProduct, Fin.sum_univ_two]
```

## (b) Fixed points are eigenvectors

For D ≠ 0, show that t is unchanged by the update exactly when

H(1, t) = K t (1, t).

**Solution.** By (a), the first component reads K t = K t. The second is K + 2D t = K t², or 2D t = K(t² − 1). Dividing by 2D gives the fixed-point equation, and each step can be reversed. The normalised state is (1, t)/√(1 + t²), with the same eigenvalue.

`div_eq_iff` clears the denominator, and `linear_combination` does the rearrangement in each direction.

```lean
/-- For `D ≠ 0`, an amplitude `t` is left unchanged by the update exactly when `(1, t)` is
an eigenvector of the pair Hamiltonian with energy `K t`. -/
theorem fixed_iff_eigenvector {D : ℝ} (hD : D ≠ 0) (K t : ℝ) :
    step D K t = t ↔ pairH D K *ᵥ ![1, t] = (K * t) • ![1, t] := by
  rw [eigen_iff, step, div_eq_iff (mul_ne_zero two_ne_zero hD)]
  constructor
  · intro h
    refine ⟨?_, ?_⟩
    · change K * t = K * t * 1
      ring
    · change K * 1 + 2 * D * t = K * t * t
      linear_combination -h
  · rintro ⟨-, h⟩
    change K * 1 + 2 * D * t = K * t * t at h
    linear_combination -h
```

## (c) The closed form is stationary

Show that

2D W = W² − K².

**Solution.** Put r = √(D² + K²), so W = D − r. Then

W² − K² = D² − 2Dr + r² − K² = 2D² − 2Dr = 2D W.

The Lean proof supplies r² = D² + K² as `hs`.

```lean
/-- The closed form solves the stationary energy equation `2D E = E² - K²`. -/
theorem exactEnergy_eq (D K : ℝ) :
    2 * D * exactEnergy D K = exactEnergy D K ^ 2 - K ^ 2 := by
  have hs : √(D ^ 2 + K ^ 2) ^ 2 = D ^ 2 + K ^ 2 := Real.sq_sqrt (by positivity)
  unfold exactEnergy
  linear_combination -hs
```

## (d) The lowest eigenvalue

For K ≠ 0, show that

W = min { e : H v = e v for some v ≠ 0 }.

**Solution.** The vector (K, W) is nonzero and satisfies both equations of (a), the second by (c). Normalised, it is (K, W)/√(K² + W²).

Now let v be any eigenvector, with eigenvalue e. If v₀ = 0, then K v₁ = 0 and v vanishes, which is excluded. So v₀ ≠ 0, and eliminating v₁ gives

(D − e)² = D² + K².

Hence D − e ≤ √(D² + K²), which is e ≥ W. `IsLeast` asks for these two halves: W belongs to the set, and nothing in the set is smaller.

```lean
/-- For nonzero coupling, `D - √(D² + K²)` is the lowest eigenvalue of the pair
Hamiltonian. -/
theorem exactEnergy_isLeast (D : ℝ) {K : ℝ} (hK : K ≠ 0) :
    IsLeast {e : ℝ | ∃ v : Fin 2 → ℝ, v ≠ 0 ∧ pairH D K *ᵥ v = e • v}
      (exactEnergy D K) := by
  constructor
  · refine ⟨![K, exactEnergy D K], fun h => hK (congrFun h 0), (eigen_iff _ _ _ _).2 ⟨?_, ?_⟩⟩
    · change K * exactEnergy D K = exactEnergy D K * K
      ring
    · change K * K + 2 * D * exactEnergy D K = exactEnergy D K * exactEnergy D K
      linear_combination exactEnergy_eq D K
  · rintro e ⟨v, hv, h⟩
    obtain ⟨h0, h1⟩ := (eigen_iff _ _ _ _).1 h
    have hv0 : v 0 ≠ 0 := by
      intro hz
      have hz1 : v 1 = 0 := by
        rw [hz, mul_zero] at h0
        exact (mul_eq_zero.1 h0).resolve_left hK
      exact hv (funext (Fin.forall_fin_two.2 ⟨hz, hz1⟩))
    -- eliminating the second component leaves the secular equation
    have hq : (D - e) ^ 2 = D ^ 2 + K ^ 2 := by
      apply mul_right_cancel₀ hv0
      linear_combination (2 * D - e) * h0 - K * h1
    have hb := (le_abs_self (D - e)).trans (Real.abs_le_sqrt hq.le)
    unfold exactEnergy
    linarith
```

## (e) A recursion for the energies

For D ≠ 0, show that

2D Eₙ₊₁ = Eₙ² − K².

**Solution.** Multiply 2D tₙ₊₁ = K(tₙ² − 1) by K and use Eₙ = K tₙ. In the code, `h` is the amplitude equation and the last line multiplies it by K.

```lean
/-- For `D ≠ 0`, successive energies obey `2D E' = E² - K²`. -/
theorem energy_succ {D : ℝ} (hD : D ≠ 0) (K : ℝ) (n : ℕ) :
    2 * D * energy D K (n + 1) = energy D K n ^ 2 - K ^ 2 := by
  have h : 2 * D * amplitude D K (n + 1) = K * (amplitude D K n ^ 2 - 1) := by
    change 2 * D * (K * (amplitude D K n ^ 2 - 1) / (2 * D)) = _
    field_simp
  unfold energy
  linear_combination K * h
```

## (f) The update reverses order

Let D > 0, x < y ≤ 0, 2D x′ = x² − K² and 2D y′ = y² − K². Show that

y′ < x′.

**Solution.** Subtracting gives

2D(x′ − y′) = (y − x)(−(x + y)).

Both factors on the right are positive. Lean assumes the opposite order, and `nlinarith` derives a contradiction from this product.

```lean
/-- For `D > 0`, the energy update reverses the order of two nonpositive energies. -/
theorem update_reverses {D K x y x' y' : ℝ} (hD : 0 < D) (hxy : x < y) (hy : y ≤ 0)
    (hx' : 2 * D * x' = x ^ 2 - K ^ 2) (hy' : 2 * D * y' = y ^ 2 - K ^ 2) : y' < x' := by
  by_contra hc
  have h1 := mul_nonneg hD.le (sub_nonneg.2 (not_lt.1 hc))
  have h2 : 0 < (y - x) * (-(x + y)) := mul_pos (by linarith) (by linarith)
  nlinarith
```

## (g) The energies stay in a fixed interval

For 0 < K < 2D, show that

−K < Eₙ ≤ 0.

**Solution.** This holds for E₀ = 0. If it holds for Eₙ, then Eₙ² ≤ K², so (e) gives Eₙ₊₁ ≤ 0. Also 2D Eₙ₊₁ ≥ −K² > −2DK, so Eₙ₊₁ > −K. The Lean induction proves each bound by contradiction.

```lean
/-- For `0 < K < 2D`, every iterated energy lies above `-K` and is not positive. -/
theorem energy_mem {D K : ℝ} (hD : 0 < D) (hK : 0 < K) (hKD : K < 2 * D) (n : ℕ) :
    -K < energy D K n ∧ energy D K n ≤ 0 := by
  induction n with
  | zero => simp [energy, amplitude, hK]
  | succ n ih =>
    have h := energy_succ hD.ne' K n
    have h1 : 0 ≤ (energy D K n + K) * (K - energy D K n) :=
      mul_nonneg (by linarith [ih.1]) (by linarith [ih.2])
    have h2 : 0 < K * (2 * D - K) := mul_pos hK (by linarith)
    constructor
    · by_contra hc
      have h3 := mul_nonneg hD.le (sub_nonneg.2 (not_lt.1 hc))
      nlinarith [sq_nonneg (energy D K n)]
    · by_contra hc
      have h3 := mul_pos hD (not_le.1 hc)
      nlinarith
```

## (h) Even iterations lie above, odd ones below

For 0 < K < 2D, show that

E₂ₙ₊₁ < W < E₂ₙ.

**Solution.** Since √(D² + K²) > D, we have W < 0 = E₀. By (c) the energy update leaves W fixed, so by (f) an energy above W is followed by one below it, and conversely. These two moves are `down` and `up`; `even` applies them in turn by induction.

```lean
/-- For `0 < K < 2D`, even iterations lie strictly above the exact pair energy and odd
iterations strictly below it. -/
theorem energy_bracket {D K : ℝ} (hD : 0 < D) (hK : 0 < K) (hKD : K < 2 * D) (n : ℕ) :
    exactEnergy D K < energy D K (2 * n) ∧ energy D K (2 * n + 1) < exactEnergy D K := by
  have hneg : exactEnergy D K < 0 := by
    have : D < √(D ^ 2 + K ^ 2) := Real.lt_sqrt_of_sq_lt (by nlinarith)
    unfold exactEnergy
    linarith
  have down : ∀ m, exactEnergy D K < energy D K m → energy D K (m + 1) < exactEnergy D K :=
    fun m h => update_reverses hD h (energy_mem hD hK hKD m).2 (exactEnergy_eq D K)
      (energy_succ hD.ne' K m)
  have up : ∀ m, energy D K m < exactEnergy D K → exactEnergy D K < energy D K (m + 1) :=
    fun m h => update_reverses hD h hneg.le (energy_succ hD.ne' K m) (exactEnergy_eq D K)
  have even : exactEnergy D K < energy D K (2 * n) := by
    induction n with
    | zero => simpa [energy, amplitude] using hneg
    | succ n ih => exact up _ (down _ ih)
  exact ⟨even, down _ even⟩
```

## (i) Both subsequences are monotone

For 0 < K < 2D, show that

E₂ₙ₊₂ < E₂ₙ and E₂ₙ₊₁ < E₂ₙ₊₃.

**Solution.** First, E₁ = −K²/(2D) lies strictly between −K and 0, so E₁² < K² and E₂ < 0 = E₀. One application of (f) turns E₂ₙ₊₂ < E₂ₙ into E₂ₙ₊₁ < E₂ₙ₊₃, and a second gives E₂ₙ₊₄ < E₂ₙ₊₂. `StrictAnti` and `StrictMono` extend these inequalities from neighbours to all pairs of indices.

```lean
/-- For `0 < K < 2D`, the even energies decrease strictly and the odd energies increase
strictly. -/
theorem energy_monotone {D K : ℝ} (hD : 0 < D) (hK : 0 < K) (hKD : K < 2 * D) :
    StrictAnti (fun n => energy D K (2 * n)) ∧
      StrictMono (fun n => energy D K (2 * n + 1)) := by
  have mem := energy_mem hD hK hKD
  have rec' := energy_succ hD.ne' K
  have even : ∀ n, energy D K (2 * n + 2) < energy D K (2 * n) := by
    intro n
    induction n with
    | zero =>
      have h0 : energy D K 0 = 0 := by simp [energy, amplitude]
      have h1 : energy D K 1 < energy D K 0 := by
        have h := rec' 0
        rw [h0] at h ⊢
        by_contra hc
        nlinarith [mul_nonneg hD.le (not_lt.1 hc), mul_pos hK hK]
      have h2 : energy D K 2 < 0 := by
        have h := rec' 1
        have hp : 0 < (energy D K 1 + K) * (K - energy D K 1) :=
          mul_pos (by linarith [(mem 1).1]) (by linarith [(mem 1).2])
        by_contra hc
        have h3 := mul_nonneg hD.le (not_lt.1 hc)
        norm_num at h
        nlinarith
      simpa [h0] using h2
    | succ n ih =>
      -- two updates restore the order
      have odd := update_reverses hD ih (mem _).2 (rec' _) (rec' _)
      exact update_reverses hD odd (mem _).2 (rec' _) (rec' _)
  exact ⟨strictAnti_nat_of_succ_lt even, strictMono_nat_of_lt_succ fun n =>
    update_reverses hD (even n) (mem _).2 (rec' _) (rec' _)⟩
```

## (j) Convergence with a two-sided bound

For D > 0 and 0 < K ≤ √3 D, show that, besides the monotonicity in (i),

lim Eₙ = W and min(Eₙ, Eₙ₊₁) < W < max(Eₙ, Eₙ₊₁).

**Solution.** Here K² ≤ 3D², so K < 2D and the earlier parts apply. The bracket follows from (h). By monotonicity and boundedness, the even energies have a limit a and the odd ones a limit b. Taking limits in (e) gives

2D b = a² − K² and 2D a = b² − K².

Subtraction yields (a − b)(a + b + 2D) = 0. If a + b = −2D, adding the equations gives a² + b² = 2K² − 4D², hence

(a − b)² = 4(K² − 3D²) ≤ 0.

So a = b in either case, and b ≤ W ≤ a makes both equal to W.

In Lean, `Tendsto` expresses the limit and `Set.Ioo` the open interval. `tendsto_nhds_unique` yields the equations for a and b, and an ε argument joins the two subsequences. No rate of convergence is stated.

For this one-amplitude model and this form of the update, the difference between the last two energies bounds the error of either, which gives a stopping criterion for the iteration.

```lean
/-- For `D > 0` and `0 < K ≤ √3 D`, even energies decrease strictly, odd energies increase
strictly, the whole sequence converges to `D - √(D² + K²)`, and any two consecutive
energies strictly bracket this limit. -/
theorem iterations_bracket_and_converge {D K : ℝ} (hD : 0 < D) (hK : 0 < K)
    (hKD : K ≤ √3 * D) :
    StrictAnti (fun n => energy D K (2 * n)) ∧
      StrictMono (fun n => energy D K (2 * n + 1)) ∧
      Tendsto (energy D K) atTop (𝓝 (exactEnergy D K)) ∧
      ∀ n, exactEnergy D K ∈ Set.Ioo (min (energy D K n) (energy D K (n + 1)))
        (max (energy D K n) (energy D K (n + 1))) := by
  have hsq : K ^ 2 ≤ 3 * D ^ 2 := by
    have h := pow_le_pow_left₀ hK.le hKD 2
    rwa [mul_pow, Real.sq_sqrt (by norm_num)] at h
  have hK2 : K < 2 * D := by nlinarith
  have br := energy_bracket hD hK hK2
  obtain ⟨anti, mono⟩ := energy_monotone hD hK hK2
  refine ⟨anti, mono, ?_, fun n => ?_⟩
  · obtain ⟨a, ha⟩ : ∃ a, Tendsto (fun n => energy D K (2 * n)) atTop (𝓝 a) :=
      ⟨_, tendsto_atTop_ciInf anti.antitone
        ⟨exactEnergy D K, by rintro _ ⟨n, rfl⟩; exact (br n).1.le⟩⟩
    obtain ⟨b, hb⟩ : ∃ b, Tendsto (fun n => energy D K (2 * n + 1)) atTop (𝓝 b) :=
      ⟨_, tendsto_atTop_ciSup mono.monotone
        ⟨exactEnergy D K, by rintro _ ⟨n, rfl⟩; exact (br n).2.le⟩⟩
    -- the update exchanges the two limits
    have hab : 2 * D * b = a ^ 2 - K ^ 2 :=
      tendsto_nhds_unique (hb.const_mul (2 * D))
        (((ha.pow 2).sub_const (K ^ 2)).congr fun n => (energy_succ hD.ne' K (2 * n)).symm)
    have hba : 2 * D * a = b ^ 2 - K ^ 2 :=
      tendsto_nhds_unique ((ha.comp (tendsto_add_atTop_nat 1)).const_mul (2 * D))
        (((hb.pow 2).sub_const (K ^ 2)).congr fun n =>
          (energy_succ hD.ne' K (2 * n + 1)).symm)
    -- a genuine two-cycle would need `K² > 3D²`
    have heq : a = b := by
      have hf : (a - b) * (a + b + 2 * D) = 0 := by linear_combination hba - hab
      rcases mul_eq_zero.1 hf with h | h
      · linarith
      · have hd : (a - b) ^ 2 = 4 * (K ^ 2 - 3 * D ^ 2) := by
          linear_combination -2 * hab - 2 * hba - (a + b - 6 * D) * h
        have hz : (a - b) ^ 2 = 0 := le_antisymm (by linarith) (sq_nonneg _)
        exact sub_eq_zero.1 (pow_eq_zero_iff two_ne_zero |>.1 hz)
    have h1 : exactEnergy D K ≤ a := ge_of_tendsto' ha fun n => (br n).1.le
    have h2 : b ≤ exactEnergy D K := le_of_tendsto' hb fun n => (br n).2.le
    have hae : a = exactEnergy D K := by linarith
    have hbe : b = exactEnergy D K := by linarith
    rw [hae] at ha
    rw [hbe] at hb
    rw [Metric.tendsto_atTop] at ha hb ⊢
    intro ε hε
    obtain ⟨N, hN⟩ := ha ε hε
    obtain ⟨M, hM⟩ := hb ε hε
    refine ⟨2 * (N + M) + 1, fun n hn => ?_⟩
    obtain ⟨k, rfl | rfl⟩ := Nat.even_or_odd' n
    · exact hN k (by omega)
    · exact hM k (by omega)
  · obtain ⟨k, rfl | rfl⟩ := Nat.even_or_odd' n
    · exact ⟨min_lt_iff.2 (Or.inr (br k).2), lt_max_iff.2 (Or.inl (br k).1)⟩
    · exact ⟨min_lt_iff.2 (Or.inl (br k).2), lt_max_iff.2 (Or.inr (br (k + 1)).1)⟩
```

## (k) No limit at stronger coupling

For D > 0 and √3 D < K < 2D, show that no real L satisfies

lim Eₙ = L.

**Solution.** Put s = √(K² − 3D²), so 0 < s < D. The energy update exchanges −D + s and −D − s:

(−D ± s)² − K² = 2D(−D ∓ s).

Since E₀ = 0 > −D + s, repeated use of (f) keeps even energies above −D + s and odd ones below −D − s. A limit would satisfy −D + s ≤ L ≤ −D − s, which is impossible for s > 0.

The code again alternates `down` and `up`, then compares the limits of the two subsequences. By (h) the energies still bracket W, but the bracket never closes.

```lean
/-- For `D > 0` and `√3 D < K < 2D`, the iterated energies have no limit. -/
theorem no_limit_above_threshold {D K : ℝ} (hD : 0 < D) (hKD : √3 * D < K)
    (hK2 : K < 2 * D) (L : ℝ) : ¬ Tendsto (energy D K) atTop (𝓝 L) := by
  have hK : 0 < K := lt_trans (by positivity) hKD
  have hsq : 3 * D ^ 2 < K ^ 2 := by
    have h := pow_lt_pow_left₀ hKD (by positivity) two_ne_zero
    rwa [mul_pow, Real.sq_sqrt (by norm_num)] at h
  obtain ⟨s, hs, hs2⟩ : ∃ s : ℝ, 0 < s ∧ s ^ 2 = K ^ 2 - 3 * D ^ 2 :=
    ⟨√(K ^ 2 - 3 * D ^ 2), Real.sqrt_pos.2 (by linarith), Real.sq_sqrt (by linarith)⟩
  have hsD : s < D := by nlinarith
  -- the two-cycle `-D ± s` separates even from odd iterations
  have c1 : 2 * D * (-D - s) = (-D + s) ^ 2 - K ^ 2 := by linear_combination -hs2
  have c2 : 2 * D * (-D + s) = (-D - s) ^ 2 - K ^ 2 := by linear_combination -hs2
  have down : ∀ m, -D + s < energy D K m → energy D K (m + 1) < -D - s :=
    fun m h => update_reverses hD h (energy_mem hD hK hK2 m).2 c1 (energy_succ hD.ne' K m)
  have up : ∀ m, energy D K m < -D - s → -D + s < energy D K (m + 1) :=
    fun m h => update_reverses hD h (by linarith) (energy_succ hD.ne' K m) c2
  have even : ∀ n, -D + s < energy D K (2 * n) := by
    intro n
    induction n with
    | zero =>
      have h0 : energy D K (2 * 0) = 0 := by simp [energy, amplitude]
      rw [h0]
      linarith
    | succ n ih => exact up _ (down _ ih)
  intro h
  have t0 : Tendsto (fun n : ℕ => 2 * n) atTop atTop :=
    tendsto_atTop_mono (fun n : ℕ => (by omega : n ≤ 2 * n)) tendsto_id
  have t1 : Tendsto (fun n : ℕ => 2 * n + 1) atTop atTop :=
    tendsto_atTop_mono (fun n : ℕ => (by omega : n ≤ 2 * n + 1)) tendsto_id
  have h1 : -D + s ≤ L := ge_of_tendsto' (h.comp t0) fun n => (even n).le
  have h2 : L ≤ -D - s := le_of_tendsto' (h.comp t1) fun n => (down _ (even n)).le
  linarith

end

end PairCoupledCluster
```

```lean
#print axioms PairCoupledCluster.fixed_iff_eigenvector
#print axioms PairCoupledCluster.exactEnergy_isLeast
#print axioms PairCoupledCluster.iterations_bracket_and_converge
#print axioms PairCoupledCluster.no_limit_above_threshold
```

```
'PairCoupledCluster.fixed_iff_eigenvector' depends on axioms: [propext, Classical.choice, Quot.sound]
'PairCoupledCluster.exactEnergy_isLeast' depends on axioms: [propext, Classical.choice, Quot.sound]
'PairCoupledCluster.iterations_bracket_and_converge' depends on axioms: [propext, Classical.choice, Quot.sound]
'PairCoupledCluster.no_limit_above_threshold' depends on axioms: [propext, Classical.choice, Quot.sound]
```
